# A sharp cutoff after nearest neighbours can make a causal self-energy non-causal

The theorem `sharp_cutoff_not_causal` concerns a single 3×3 self-energy matrix for three sites in a row, with no frequency dependence. It calls such a matrix S causal when its absorptive part (S − S†)/(2i) is negative semidefinite, and states that the matrix with all entries −i is causal but ceases to be so when the two entries coupling the end sites are set to zero. The first half follows from `flat_causal`. For the second, the proof assumes that the truncated matrix is causal and tests it on the alternating vector x = (1, −1, 1), for which x†Sx has imaginary part +1, or 1/3 once x is normalised, where causality allows no positive value.

An attempt in Lean 4 with a fault in it:

```lean
import Mathlib

open Matrix
open scoped ComplexOrder

namespace SharpCutoffNotCausal

noncomputable section

variable {n : Type*} [Fintype n]

/-- The absorptive part `(S - S†)/(2i)` of a self-energy matrix. -/
def absorptive (S : Matrix n n ℂ) : Matrix n n ℂ :=
  (1 / (2 * Complex.I)) • (S - Sᴴ)

/-- A self-energy matrix is causal when its absorptive part is negative semidefinite. -/
def IsCausal (S : Matrix n n ℂ) : Prop := (-absorptive S).PosSemidef

/-- The tapered self-energy, with entries `W i j * S i j`. -/
def taper (W : Matrix n n ℝ) (S : Matrix n n ℂ) : Matrix n n ℂ :=
  Matrix.of fun i j => (W i j : ℂ) * S i j

/-- The matrix whose entries all equal `c`. -/
def flat (c : ℂ) : Matrix n n ℂ := Matrix.of fun _ _ => c

/-- The quadratic form `x† S x` written as a double sum over orbitals. -/
theorem form_eq_sum (S : Matrix n n ℂ) (x : n → ℂ) :
    star x ⬝ᵥ S *ᵥ x = ∑ i, ∑ j, star (x i) * S i j * x j := by
  simp only [dotProduct, Matrix.mulVec, Finset.mul_sum, Pi.star_apply, mul_assoc]

/-- The quadratic form of the absorptive part is the imaginary part of `x† S x`. -/
theorem absorptive_form (S : Matrix n n ℂ) (x : n → ℂ) :
    star x ⬝ᵥ absorptive S *ᵥ x = ((star x ⬝ᵥ S *ᵥ x).im : ℂ) := by
  have h : star x ⬝ᵥ Sᴴ *ᵥ x = star (star x ⬝ᵥ S *ᵥ x) := by
    rw [form_eq_sum, form_eq_sum]
    simp only [star_sum, star_mul', star_star, Matrix.conjTranspose_apply]
    rw [Finset.sum_comm]
    exact Finset.sum_congr rfl fun i _ => Finset.sum_congr rfl fun j _ => by ring
  rw [absorptive, Matrix.smul_mulVec, dotProduct_smul, Matrix.sub_mulVec, dotProduct_sub, h,
    smul_eq_mul]
  generalize star x ⬝ᵥ S *ᵥ x = z
  rw [show z - star z = _ from Complex.sub_conj z]
  push_cast
  field_simp

/-- A self-energy is causal exactly when `x† S x` has nonpositive imaginary part for every
orbital vector `x`. -/
theorem isCausal_iff {S : Matrix n n ℂ} :
    IsCausal S ↔ ∀ x : n → ℂ, (star x ⬝ᵥ S *ᵥ x).im ≤ 0 := by
  have hH : (-absorptive S).IsHermitian := by
    ext i j
    simp [absorptive]
    ring
  have hx : ∀ x : n → ℂ, 0 ≤ star x ⬝ᵥ (-absorptive S) *ᵥ x ↔
      (star x ⬝ᵥ S *ᵥ x).im ≤ 0 := by
    intro x
    rw [Matrix.neg_mulVec, dotProduct_neg, absorptive_form, ← Complex.ofReal_neg,
      Complex.zero_le_real, neg_nonneg]
  rw [IsCausal, Matrix.posSemidef_iff_dotProduct_mulVec]
  exact ⟨fun h x => (hx x).1 (h.2 x), fun h => ⟨hH, fun x => (hx x).2 (h x)⟩⟩

/-- A self-energy with all entries equal to `c` is causal if `c` has nonpositive imaginary
part. -/
theorem flat_causal {c : ℂ} (hc : c.im ≤ 0) : IsCausal (flat c : Matrix n n ℂ) := by
  rw [isCausal_iff]
  intro x
  have h : star x ⬝ᵥ flat c *ᵥ x = (Complex.normSq (∑ i, x i) : ℂ) * c := by
    rw [form_eq_sum, ← Complex.mul_conj, map_sum, Finset.sum_mul_sum]
    simp only [Finset.sum_mul, flat, Matrix.of_apply, Complex.star_def]
    rw [Finset.sum_comm]
    exact Finset.sum_congr rfl fun i _ => Finset.sum_congr rfl fun j _ => by ring
  rw [h, Complex.im_ofReal_mul]
  exact mul_nonpos_iff.2 (Or.inl ⟨Complex.normSq_nonneg _, hc⟩)

/-- For a real vector `y`, the tapered constant self-energy `-i` has a quadratic form whose
imaginary part is minus the quadratic form of the taper. -/
theorem taper_flat_form (W : Matrix n n ℝ) (y : n → ℝ) :
    (star (fun k => (y k : ℂ)) ⬝ᵥ taper W (flat (-Complex.I)) *ᵥ
      (fun k => (y k : ℂ))).im = -∑ k, ∑ l, y k * (W k l * y l) := by
  rw [form_eq_sum]
  simp only [Complex.im_sum, ← Finset.sum_neg_distrib]
  refine Finset.sum_congr rfl fun k _ => Finset.sum_congr rfl fun l _ => ?_
  simp [taper, flat]
  ring

/-- On three sites in a row, a sharp cutoff after nearest neighbours turns the causal
self-energy with all entries `-i` into one that is not causal. -/
theorem sharp_cutoff_not_causal :
    IsCausal (flat (-Complex.I) : Matrix (Fin 3) (Fin 3) ℂ) ∧
      ¬ IsCausal (taper !![1, 1, 0; 1, 1, 1; 0, 1, 1] (flat (-Complex.I))) := by
  refine ⟨flat_causal (by simp), fun h => ?_⟩
  -- the alternating vector sees gain instead of loss
  have h1 := isCausal_iff.1 h (fun k => ((![1, -1, 1] : Fin 3 → ℝ) k : ℂ))
  rw [taper_flat_form _ ![1, -1, 1]] at h1
  norm_num [Fin.sum_univ_three] at h1

end

end SharpCutoffNotCausal
```

The compiler's answer:

```
Main.lean:90:78: error: unsolved goals
h : IsCausal (taper !![1, 1, 0; 1, 1, 1; 0, 1, 1] (flat (-Complex.I)))
h1 :
  -(![1, -1, 1] 2 *
            (vecCons (![1, 1, 0] 2) (fun i => vecCons (![1, 1, 1] 2) (fun i => ![0, 1, 1] 2) i) 2 * ![1, -1, 1] 2)) +
        (![1, -1, 1] 2 * vecCons 1 (fun i => vecCons 1 (fun i => 1) i) 2 +
          -(![1, -1, 1] 2 * vecCons 1 (fun i => vecCons 1 (fun i => 0) i) 2)) +
      (![1, 1, 1] 2 * ![1, -1, 1] 2 + -(![1, 1, 0] 2 * ![1, -1, 1] 2)) ≤
    0
⊢ False
```

The mended proof, as a diff:

```diff
@@ -93,5 +93,9 @@
   have h1 := isCausal_iff.1 h (fun k => ((![1, -1, 1] : Fin 3 → ℝ) k : ℂ))
   rw [taper_flat_form _ ![1, -1, 1]] at h1
-  norm_num [Fin.sum_univ_three] at h1
+  simp only [Fin.sum_univ_three] at h1
+  have h2 : -(((1 : ℝ) * (1 * 1) + 1 * (1 * (-1)) + 1 * (0 * 1)) +
+      ((-1) * (1 * 1) + (-1) * (1 * (-1)) + (-1) * (1 * 1)) +
+      (1 * (0 * 1) + 1 * (1 * (-1)) + 1 * (1 * 1))) ≤ 0 := h1
+  norm_num at h2
 
 end
```

Cause. The error `unsolved goals` means that the proof ended with `False` still to be shown. The last step, `norm_num [Fin.sum_univ_three] at h1`, was meant to reduce `h1` to a false numerical inequality, which would have closed the goal. It expanded the sums, but the message shows entries at index 2, such as `![1, -1, 1] 2`, left unevaluated. With these in the way, `norm_num` could not work out the left-hand side and found no contradiction.

The repair separates reading the entries from doing the arithmetic. `simp only [Fin.sum_univ_three] at h1` now only expands the sums. The new `h2` states the same inequality with every entry written as a number, and Lean accepts `h1` as its proof because the two statements agree by definition once the vector and matrix entries are looked up. `norm_num at h2` then has only numbers to deal with: it reduces the inequality to 1 ≤ 0, which is false, and this closes the goal.
